# The reference is a left eigenvector of the doubly transformed Hamiltonian exactly when the extended coupled-cluster bra solves the left Schrödinger equation

In a finite basis, let H be any complex square matrix, S and T nilpotent matrices, and e₀ the unit vector of the reference determinant. The theorem says that e₀ᵀ is a left eigenvector of exp(S) exp(−T) H exp(T) exp(−S) with value E exactly when the row vector e₀ᵀ exp(S) exp(−T) satisfies the left Schrödinger equation for H with the same E. H need not be Hermitian, E may be complex, and S and T need no structure beyond nilpotency. The attempt regroups the transformed product so that this row vector stands before H, then cancels the exponentials in one direction and substitutes the Schrödinger equation in the other.

An attempt in Lean 4 with a fault in it:

```lean
import Mathlib

open Matrix

namespace DoubleSimilarityTransformation

noncomputable section

variable {n : Type*} [Fintype n] [DecidableEq n]

/-- The reference determinant, as the unit vector with index `o`. -/
def ket (o : n) : n → ℂ := Pi.single o 1

/-- The doubly transformed Hamiltonian `exp(S) exp(-T) H exp(T) exp(-S)`. -/
def doubleTransform (H S T : Matrix n n ℂ) : Matrix n n ℂ :=
  (IsNilpotent.exp S * IsNilpotent.exp (-T)) * H * (IsNilpotent.exp T * IsNilpotent.exp (-S))

/-- The extended coupled-cluster bra `e₀ᵀ exp(S) exp(-T)`. -/
def leftState (S T : Matrix n n ℂ) (o : n) : n → ℂ :=
  ket o ᵥ* (IsNilpotent.exp S * IsNilpotent.exp (-T))

private lemma transform_inv {S T : Matrix n n ℂ} (hS : IsNilpotent S) (hT : IsNilpotent T) :
    (IsNilpotent.exp T * IsNilpotent.exp (-S)) *
      (IsNilpotent.exp S * IsNilpotent.exp (-T)) = 1 := by
  calc _ = IsNilpotent.exp T * (IsNilpotent.exp (-S) * IsNilpotent.exp S)
        * IsNilpotent.exp (-T) := by simp only [mul_assoc]
    _ = 1 := by
        rw [IsNilpotent.exp_neg_mul_exp_self hS, mul_one, IsNilpotent.exp_mul_exp_neg_self hT]

/-- The reference is a left eigenvector of the doubly transformed Hamiltonian with value `E`
exactly when `e₀ᵀ exp(S) exp(-T)` satisfies the left Schrödinger equation with energy `E`. -/
theorem left_equation_iff (H : Matrix n n ℂ) {S T : Matrix n n ℂ} (o : n)
    (hS : IsNilpotent S) (hT : IsNilpotent T) (E : ℂ) :
    ket o ᵥ* doubleTransform H S T = E • ket o ↔
      leftState S T o ᵥ* H = E • leftState S T o := by
  have hBA := transform_inv hS hT
  have hAB := mul_eq_one_comm.mp hBA
  unfold doubleTransform leftState
  rw [← Matrix.vecMul_vecMul, ← Matrix.vecMul_vecMul]
  constructor
  · intro h
    have h2 := congrArg (fun v => v ᵥ* (IsNilpotent.exp S * IsNilpotent.exp (-T))) h
    dsimp only at h2
    rwa [Matrix.vecMul_vecMul _ (IsNilpotent.exp T * IsNilpotent.exp (-S)), hBA,
      Matrix.vecMul_one, Matrix.smul_vecMul] at h2
  · intro h
    rw [h, Matrix.smul_vecMul, Matrix.vecMul_vecMul, hAB, Matrix.vecMul_one]

end

end DoubleSimilarityTransformation
```

Lean reports:

```
Main.lean:43:4: error: `dsimp` made no progress
Main.lean:47:8: error: Tactic `rewrite` failed: Did not find an occurrence of the pattern
  ket o ᵥ* (IsNilpotent.exp S * IsNilpotent.exp (-T)) ᵥ* H
in the target expression
  ket o ᵥ* (IsNilpotent.exp S * IsNilpotent.exp (-T) * H) ᵥ* IsNilpotent.exp T ᵥ* IsNilpotent.exp (-S) = E • ket o

case mpr
n : Type u_1
inst✝¹ : Fintype n
inst✝ : DecidableEq n
H S T : Matrix n n ℂ
o : n
hS : IsNilpotent S
hT : IsNilpotent T
E : ℂ
hBA : IsNilpotent.exp T * IsNilpotent.exp (-S) * (IsNilpotent.exp S * IsNilpotent.exp (-T)) = 1
hAB : IsNilpotent.exp S * IsNilpotent.exp (-T) * (IsNilpotent.exp T * IsNilpotent.exp (-S)) = 1
h : ket o ᵥ* (IsNilpotent.exp S * IsNilpotent.exp (-T)) ᵥ* H = E • ket o ᵥ* (IsNilpotent.exp S * IsNilpotent.exp (-T))
⊢ ket o ᵥ* (IsNilpotent.exp S * IsNilpotent.exp (-T) * H) ᵥ* IsNilpotent.exp T ᵥ* IsNilpotent.exp (-S) = E • ket o
```

The repair, with which the file compiles:

```diff
@@ -36,14 +36,18 @@
   have hBA := transform_inv hS hT
   have hAB := mul_eq_one_comm.mp hBA
-  unfold doubleTransform leftState
-  rw [← Matrix.vecMul_vecMul, ← Matrix.vecMul_vecMul]
+  have key : ket o ᵥ* doubleTransform H S T =
+      (leftState S T o ᵥ* H) ᵥ* (IsNilpotent.exp T * IsNilpotent.exp (-S)) := by
+    simp only [doubleTransform, leftState, Matrix.vecMul_vecMul]
+  have hc : ∀ v : n → ℂ, (v ᵥ* (IsNilpotent.exp T * IsNilpotent.exp (-S))) ᵥ*
+      (IsNilpotent.exp S * IsNilpotent.exp (-T)) = v := fun v => by
+    rw [Matrix.vecMul_vecMul, hBA, Matrix.vecMul_one]
+  rw [key]
   constructor
   · intro h
     have h2 := congrArg (fun v => v ᵥ* (IsNilpotent.exp S * IsNilpotent.exp (-T))) h
-    dsimp only at h2
-    rwa [Matrix.vecMul_vecMul _ (IsNilpotent.exp T * IsNilpotent.exp (-S)), hBA,
-      Matrix.vecMul_one, Matrix.smul_vecMul] at h2
+    simp only [hc, Matrix.smul_vecMul] at h2
+    exact h2
   · intro h
-    rw [h, Matrix.smul_vecMul, Matrix.vecMul_vecMul, hAB, Matrix.vecMul_one]
+    rw [h, Matrix.smul_vecMul, leftState, Matrix.vecMul_vecMul, hAB, Matrix.vecMul_one]
 
 end
```

The first error is small: the equation `h2` made by `congrArg` already had its function applied, so `dsimp only` had nothing to simplify.

The second shows the main fault. The first `← Matrix.vecMul_vecMul` splits off `exp T * exp (-S)` as intended. The second was meant to separate `H` from the factors before it, but it matched the outer product and split `exp T` from `exp (-S)`. The left side of `h` therefore never appears in the goal. The forward direction needed that unsplit product too, so deleting `dsimp only` would not have been enough.

The repair states the wanted grouping as `key`, proved by merging both sides into one matrix product, and rewrites with it. `hc` packages the cancellation of the exponentials, and `simp only` uses it in place of `dsimp only` and the `rwa` chain. As `leftState` is no longer unfolded at the start, the last `rw` unfolds it before merging the products.
